# For positive even N, the Fermi function with its exponential replaced by (1 + x/N)^N lies below the exact one at x = −2N

The Fermi function 1/(1 + eˣ) gives the mean occupation of one single-particle state (spin included) of non-interacting fermions in thermal equilibrium, where x is the state's energy measured from the chemical potential in units of k_B T. The declaration compares it with the function obtained by replacing eˣ with the finite power (1 + x/N)^N. It states that for every positive even N, at x = −2N, the finite-power value is strictly smaller than the exact one. The attempt computes the base of the power as −1, so that its even power is 1 and the approximate occupation is 1/2. It then uses e^(−2N) < 1 to show that the exact denominator is below 2, and compares the reciprocals.

The failing Lean file:

```lean
import Mathlib

open Finset

namespace FermiFinitePower

noncomputable section

/-- The Fermi function of the reduced energy `x`, measured from the chemical potential in units of
the thermal energy `k_B T`. -/
def fermi (x : ℝ) : ℝ := 1 / (1 + Real.exp x)

/-- The Fermi function with the exponential replaced by the finite power `(1 + z/N)^N`,
for real or complex reduced energy. -/
def powerFermi {K : Type*} [Field K] (N : ℕ) (z : K) : K := 1 / (1 + (1 + z / (N : K)) ^ N)

/-- For positive even `N` and reduced energy `-2N` the finite-power occupation lies strictly below
the Fermi function. -/
theorem powerFermi_lt_fermi_of_even {N : ℕ} (hN : 0 < N) (he : Even N) :
    powerFermi N (-2 * N : ℝ) < fermi (-2 * N) := by
  have hN' : (0 : ℝ) < N := by exact_mod_cast hN
  have e : 1 + (-2 * N : ℝ) / N = -1 := by
    rw [mul_div_assoc, div_self hN'.ne']
    norm_num
  have hexp : Real.exp (-2 * N) < 1 := Real.exp_lt_one (by linarith)
  unfold powerFermi fermi
  rw [e, he.neg_one_pow]
  exact one_div_lt_one_div_of_lt (by positivity) (by linarith)

end

end FermiFinitePower
```

Messages:

```
Main.lean:25:39: error(lean.unknownIdentifier): Unknown constant `Real.exp_lt_one`
```

The change, after which it compiles:

```diff
@@ -23,5 +23,5 @@
     rw [mul_div_assoc, div_self hN'.ne']
     norm_num
-  have hexp : Real.exp (-2 * N) < 1 := Real.exp_lt_one (by linarith)
+  have hexp : Real.exp (-2 * N) < 1 := Real.exp_lt_one_iff.mpr (by linarith)
   unfold powerFermi fermi
   rw [e, he.neg_one_pow]
```

Cause. The message says that Lean knows no constant called `Real.exp_lt_one`. The proof cites that name to obtain `hexp`, the inequality e^(−2N) < 1. The failure is therefore one of naming: the inequality is true, but the lemma called on to prove it does not exist under that name in the Mathlib being used.

The diff changes only this citation. `Real.exp_lt_one_iff` is an equivalence, saying that the exponential of a real number is less than 1 exactly when the number is negative. Since it is an equivalence and not an implication, it can't be applied directly to a proof of negativity; `.mpr` selects the direction from "the number is negative" to "its exponential is less than 1". What remains to be shown is that −2N < 0, and `linarith` gets this from `hN'`, which says that N is positive as a real number. The rest of the proof is unchanged.
